# The Kubo–Greenwood response of independent fermions in finitely many modes

For independent electrons, a program that evaluates the Kubo response function of one-particle observables as a sum over pairs of orbitals can skip every pair with equal occupations. For finitely many non-interacting modes with no coherences between them, this step follows from the anticommutation relations.

## Modes, observables and occupations

The modes are labelled by a finite type `ι`, and the operators live in a complex algebra `R`. Brackets denote commutators, [X, Y] = XY − YX, and δ_ij is the Kronecker delta, written `if i = j then 1 else 0` in Lean.

```lean
import Mathlib

open Complex MeasureTheory

namespace KuboGreenwood

noncomputable section

variable {ι R : Type*} [Fintype ι] [DecidableEq ι] [Ring R] [Algebra ℂ R]
```

The annihilators a_i and creators b_i obey the canonical anticommutation relations, which encode the Pauli principle. Nothing requires b_i to be the adjoint of a_i.

```lean
/-- The canonical anticommutation relations for annihilators `a i` and creators `b i`. -/
structure CAR (a b : ι → R) : Prop where
  mixed : ∀ i j, a i * b j + b j * a i = if i = j then 1 else 0
  annih : ∀ i j, a i * a j + a j * a i = 0
  creat : ∀ i j, b i * b j + b j * b i = 0
```

A one-particle matrix A becomes the many-particle operator

G(A) = Σ_ij A_ij b_i a_j.

```lean
/-- The many-particle operator `G(A) = ∑ A_ij b_i a_j` of a one-particle matrix `A`. -/
def G (a b : ι → R) (A : Matrix ι ι ℂ) : R := ∑ i, ∑ j, A i j • (b i * a j)
```

The mean value is a linear functional φ with φ(b_i a_j) = f_i δ_ij. Physically, the modes carry occupations f_i and no coherences, as in a Slater determinant of these orbitals or, if they are the energy eigenmodes, in a thermal state of independent electrons. The f_i may be any complex numbers; no Fermi function is assumed.

```lean
/-- The functional `φ` has a diagonal one-particle density matrix with occupations `f i`. -/
def HasOccupations (a b : ι → R) (φ : R →ₗ[ℂ] ℂ) (f : ι → ℂ) : Prop :=
  ∀ i j, φ (b i * a j) = if i = j then f i else 0
```

With real mode energies ε_m and ħ = 1, the matrix at time t is

A(t)_mn = exp(i(ε_m − ε_n)t) A_mn.

```lean
/-- The one-particle matrix `A` at time `t`, each element turning with the phase
`exp(i(ε_m - ε_n)t)`, in units with `ħ = 1`. -/
def evolve (ε : ι → ℝ) (A : Matrix ι ι ℂ) (t : ℝ) : Matrix ι ι ℂ :=
  Matrix.of fun m n => exp (I * (ε m - ε n) * t) * A m n
```

The response of A to a perturbation that adds F(t) G(B) to the Hamiltonian, with F(t) a weak field, is described at a delay t > 0 by

χ(t) = −i φ([G(A(t)), G(B)]).

This is taken as the definition of the response function; the perturbation theory behind it is not derived here.

```lean
/-- The expression `χ(t) = -i φ([G(A(t)), G(B)])`, which serves as the Kubo response function for
`t > 0`. -/
def response (a b : ι → R) (φ : R →ₗ[ℂ] ℂ) (ε : ι → ℝ) (A B : Matrix ι ι ℂ) (t : ℝ) : ℂ :=
  -I * φ (G a b (evolve ε A t) * G a b B - G a b B * G a b (evolve ε A t))
```

## (a) The commutator of two pairs

Show that the commutator of two creator-annihilator pairs contains only such pairs:

[b_i a_j, b_k a_l] = δ_jk b_i a_l − δ_li b_k a_j.

**Solution.** Insert a_j b_k = δ_jk − b_k a_j and a_l b_i = δ_li − b_i a_l:

b_i a_j b_k a_l = δ_jk b_i a_l − b_i b_k a_j a_l

b_k a_l b_i a_j = δ_li b_k a_j − b_k b_i a_l a_j

Exchanging the two creators and the two annihilators gives two minus signs, so b_k b_i a_l a_j = b_i b_k a_j a_l. The four-operator terms cancel on subtraction.

In Lean, `h1` and `h2` are the two insertions, and `h3` and `h4` the two exchanges. The tactic `noncomm_ring` regroups products without commuting factors.

```lean
omit [Fintype ι] [Algebra ℂ R] in
/-- Under the anticommutation relations, the commutator of two creator-annihilator pairs
is again a combination of such pairs. -/
theorem pair_commutator {a b : ι → R} (h : CAR a b) (i j k l : ι) :
    b i * a j * (b k * a l) - b k * a l * (b i * a j) =
      (if j = k then b i * a l else 0) - (if l = i then b k * a j else 0) := by
  have h1 := eq_sub_of_add_eq (h.mixed j k)
  have h2 := eq_sub_of_add_eq (h.mixed l i)
  have h3 := eq_neg_of_add_eq_zero_left (h.creat k i)
  have h4 := eq_neg_of_add_eq_zero_left (h.annih l j)
  calc b i * a j * (b k * a l) - b k * a l * (b i * a j)
      = b i * (a j * b k) * a l - b k * (a l * b i) * a j := by noncomm_ring
    _ = b i * (if j = k then 1 else 0) * a l - b k * (if l = i then 1 else 0) * a j
        - (b i * b k * (a j * a l) - b k * b i * (a l * a j)) := by
          rw [h1, h2]
          noncomm_ring
    _ = _ := by
          -- the four-operator terms cancel
          rw [h3, h4, neg_mul_neg, sub_self, sub_zero]
          simp only [mul_ite, ite_mul, mul_one, mul_zero, zero_mul]
```

## (b) A pair against a one-particle operator

Commute one pair with G(B):

[b_i a_j, G(B)] = Σ_l B_jl b_i a_l − Σ_k B_ki b_k a_j.

**Solution.** By linearity and (a), the left side is

Σ_kl B_kl (δ_jk b_i a_l − δ_li b_k a_j).

The first delta sets k = j and the second sets l = i. The step `e` is the linearity, and `simp` then collapses the deltas.

```lean
/-- Under the anticommutation relations, the commutator of a pair `b_i a_j` with `G(B)` is a
difference of two terms: in the first `a_j`, in the second `b_i`, is replaced by a combination of
operators of the same kind weighted with elements of `B`. -/
theorem pair_commutator_G {a b : ι → R} (h : CAR a b) (B : Matrix ι ι ℂ) (i j : ι) :
    b i * a j * G a b B - G a b B * (b i * a j) =
      ∑ l, B j l • (b i * a l) - ∑ k, B k i • (b k * a j) := by
  have e : b i * a j * G a b B - G a b B * (b i * a j) =
      ∑ k, ∑ l, B k l • (b i * a j * (b k * a l) - b k * a l * (b i * a j)) := by
    simp only [G, Finset.mul_sum, Finset.sum_mul, smul_mul_assoc, mul_smul_comm,
      smul_sub, Finset.sum_sub_distrib]
  rw [e]
  simp only [pair_commutator h, smul_sub, Finset.sum_sub_distrib]
  congr 1
  · rw [Finset.sum_comm]
    simp [smul_ite]
  · simp [smul_ite]
```

## (c) Commutators pass to the one-particle matrices

Show that G carries matrix commutators to operator commutators:

[G(A), G(B)] = G([A, B]).

**Solution.** Multiply (b) by A_ij and sum over i and j:

[G(A), G(B)] = Σ_il (Σ_j A_ij B_jl) b_i a_l − Σ_kj (Σ_i B_ki A_ij) b_k a_j.

The inner sums are (AB)_il and (BA)_kj, so the right side is G(AB) − G(BA) = G(AB − BA).

The two matrix products are `h1` and `h2`, where `Finset.sum_comm` reorders the sums; `h3` is the last equality.

```lean
/-- Under the anticommutation relations, `[G(A), G(B)] = G([A, B])`. -/
theorem G_commutator {a b : ι → R} (h : CAR a b) (A B : Matrix ι ι ℂ) :
    G a b A * G a b B - G a b B * G a b A = G a b (A * B - B * A) := by
  have e (Y : R) : G a b A * Y - Y * G a b A =
      ∑ i, ∑ j, A i j • (b i * a j * Y - Y * (b i * a j)) := by
    simp only [G, Finset.mul_sum, Finset.sum_mul, smul_mul_assoc, mul_smul_comm,
      smul_sub, Finset.sum_sub_distrib]
  have h1 : ∑ i, ∑ j, A i j • ∑ l, B j l • (b i * a l) = G a b (A * B) := by
    refine Finset.sum_congr rfl fun i _ => ?_
    simp only [Matrix.mul_apply, Finset.sum_smul, Finset.smul_sum, smul_smul]
    exact Finset.sum_comm
  have h2 : ∑ i, ∑ j, A i j • ∑ k, B k i • (b k * a j) = G a b (B * A) := by
    simp only [G, Matrix.mul_apply, Finset.sum_smul, Finset.smul_sum, smul_smul]
    calc _ = ∑ i, ∑ k, ∑ j, (A i j * B k i) • (b k * a j) :=
          Finset.sum_congr rfl fun i _ => Finset.sum_comm
      _ = ∑ k, ∑ i, ∑ j, (A i j * B k i) • (b k * a j) := Finset.sum_comm
      _ = _ := Finset.sum_congr rfl fun k _ => Finset.sum_comm.trans
          (Finset.sum_congr rfl fun j _ => Finset.sum_congr rfl fun i _ => by
            rw [mul_comm (A i j)])
  have h3 : G a b (A * B - B * A) = G a b (A * B) - G a b (B * A) := by
    simp only [G, Matrix.sub_apply, sub_smul, Finset.sum_sub_distrib]
  rw [e, h3, ← h1, ← h2]
  simp only [pair_commutator_G h, smul_sub, Finset.sum_sub_distrib]
```

## (d) The occupation factor

Evaluate the mean commutator:

φ([G(A), G(B)]) = Σ_mn (f_m − f_n) A_mn B_nm.

**Solution.** For any matrix C, the diagonal occupations give φ(G(C)) = Σ_i C_ii f_i. With C = AB − BA from (c),

φ([G(A), G(B)]) = Σ_mn A_mn B_nm f_m − Σ_mn B_mn A_nm f_m.

Exchanging m and n in the second sum turns it into Σ_mn A_mn B_nm f_n, and the difference is the claim. Pairs with f_m = f_n contribute nothing.

In the proof, `tr` is the formula for φ(G(C)) and `swap` the exchange of labels.

```lean
/-- Under the anticommutation relations and for diagonal occupations `f`, the mean commutator of
`G(A)` and `G(B)` is a sum over pairs of modes, each term with a factor `f_m - f_n`. -/
theorem occupation_factor {a b : ι → R} (h : CAR a b) {φ : R →ₗ[ℂ] ℂ} {f : ι → ℂ}
    (hφ : HasOccupations a b φ f) (A B : Matrix ι ι ℂ) :
    φ (G a b A * G a b B - G a b B * G a b A) =
      ∑ m, ∑ n, (f m - f n) * A m n * B n m := by
  have tr (C : Matrix ι ι ℂ) : φ (G a b C) = ∑ i, C i i * f i := by
    simp only [G, map_sum, map_smul, smul_eq_mul, hφ _ _]
    simp
  have e : ∑ i, (A * B - B * A) i i * f i =
      ∑ i, ∑ j, A i j * B j i * f i - ∑ i, ∑ j, B i j * A j i * f i := by
    simp only [Matrix.sub_apply, Matrix.mul_apply, sub_mul, Finset.sum_mul,
      Finset.sum_sub_distrib]
  -- exchange the summation labels in the second term
  have swap : ∑ i, ∑ j, B i j * A j i * f i = ∑ i, ∑ j, B j i * A i j * f j :=
    Finset.sum_comm
  rw [G_commutator h, tr, e, swap]
  simp only [← Finset.sum_sub_distrib]
  refine Finset.sum_congr rfl fun m _ => Finset.sum_congr rfl fun n _ => ?_
  ring
```

## (e) The phases solve the Heisenberg equation

Let H = G(diag ε) = Σ_m ε_m b_m a_m. Show that G(A(0)) = G(A) and that, for every linear functional φ and every real t,

d/dt φ(G(A(t))) = i φ([H, G(A(t))]).

**Solution.** At t = 0 all phases equal 1. By (c), [H, G(A(t))] = G([diag ε, A(t)]), and the matrix commutator has the elements (ε_m − ε_n) A(t)_mn. Differentiating the phase gives

d/dt A(t)_mn = i(ε_m − ε_n) A(t)_mn.

Multiply by φ(b_m a_n) and sum over m and n.

No occupations are assumed here. Since the derivative is that of a complex-valued function, `R` needs no topology. Lean differentiates the finite sum term by term with `HasDerivAt.fun_sum`.

```lean
/-- Under the anticommutation relations, `G(A(t))` starts from `G(A)` and obeys the
Heisenberg equation for `H = ∑ ε_m b_m a_m`, tested against any linear functional. -/
theorem heisenberg_equation {a b : ι → R} (h : CAR a b) (φ : R →ₗ[ℂ] ℂ) (ε : ι → ℝ)
    (A : Matrix ι ι ℂ) :
    G a b (evolve ε A 0) = G a b A ∧ ∀ t : ℝ,
      HasDerivAt (fun s : ℝ => φ (G a b (evolve ε A s)))
        (I * φ (G a b (Matrix.diagonal fun m => (ε m : ℂ)) * G a b (evolve ε A t)
          - G a b (evolve ε A t) * G a b (Matrix.diagonal fun m => (ε m : ℂ)))) t := by
  refine ⟨by simp [G, evolve], fun t => ?_⟩
  rw [G_commutator h]
  simp only [G, map_sum, map_smul, smul_eq_mul, Finset.mul_sum, Matrix.sub_apply,
    Matrix.diagonal_mul, Matrix.mul_diagonal]
  refine HasDerivAt.fun_sum fun m _ => HasDerivAt.fun_sum fun n _ => ?_
  have h0 : HasDerivAt (fun s : ℝ => (s : ℂ)) 1 t := by
    simpa using (hasDerivAt_id t).ofReal_comp
  have h1 := (((h0.const_mul (I * ((ε m : ℂ) - ε n))).cexp).mul_const (A m n)).mul_const
    (φ (b m * a n))
  refine h1.congr_deriv ?_
  simp only [evolve, Matrix.of_apply]
  ring
```

## (f) The response at complex frequency

For Im z > 0, show that exp(izt) χ(t) is integrable over t > 0 and that

∫₀^∞ exp(izt) χ(t) dt = Σ_mn (f_m − f_n) A_mn B_nm / (z + ε_m − ε_n).

**Solution.** Apply (d) to A(t) and B, and write w_mn = z + ε_m − ε_n. The integrand becomes

−i Σ_mn (f_m − f_n) A_mn B_nm exp(i w_mn t).

The energies are real, so Im w_mn = Im z > 0. Each exponential has modulus exp(−t Im z) and is integrable, with

∫₀^∞ exp(i w_mn t) dt = i / w_mn.

The factor −i · i = 1 leaves the stated sum.

The step `e` rewrites the integrand, `hre` is the damping, `hint` the integrability of each term, and `hd` shows that no denominator vanishes.

In numerical spectra, Im z acts as a broadening. The familiar Kubo–Greenwood formula for the real part of the longitudinal conductivity at nonzero frequency takes the same current matrix for A and B and, up to prefactors, the imaginary part of this sum in the limit of real z; the theorem keeps general matrices and stays above the real axis.

```lean
/-- Kubo-Greenwood formula: under the anticommutation relations, for diagonal occupations
and a frequency `z` with positive imaginary part, the Fourier-Laplace integral of the
response function converges to a sum over transitions with energy denominators. -/
theorem kubo_greenwood {a b : ι → R} (h : CAR a b) {φ : R →ₗ[ℂ] ℂ} {f : ι → ℂ}
    (hφ : HasOccupations a b φ f) (ε : ι → ℝ) (A B : Matrix ι ι ℂ) {z : ℂ} (hz : 0 < z.im) :
    IntegrableOn (fun t : ℝ => exp (I * z * t) * response a b φ ε A B t) (Set.Ioi 0) ∧
    ∫ t in Set.Ioi (0 : ℝ), exp (I * z * t) * response a b φ ε A B t =
      ∑ m, ∑ n, (f m - f n) * A m n * B n m / (z + ε m - ε n) := by
  have e : (fun t : ℝ => exp (I * z * t) * response a b φ ε A B t) = fun t : ℝ =>
      ∑ m, ∑ n, (-I * ((f m - f n) * A m n * B n m)) * exp (I * (z + ε m - ε n) * t) := by
    funext t
    simp only [response, occupation_factor h hφ, Finset.mul_sum, evolve, Matrix.of_apply]
    refine Finset.sum_congr rfl fun m _ => Finset.sum_congr rfl fun n _ => ?_
    have hexp : exp (I * (z + ε m - ε n) * t) =
        exp (I * z * t) * exp (I * (ε m - ε n) * t) := by
      rw [← Complex.exp_add]
      congr 1
      ring
    rw [hexp]
    ring
  -- the positive imaginary part of `z` damps every transition
  have hre (m n : ι) : (I * (z + ε m - ε n)).re < 0 := by simpa using hz
  have hint (m n : ι) : Integrable (fun t : ℝ => (-I * ((f m - f n) * A m n * B n m)) *
      exp (I * (z + ε m - ε n) * t)) (volume.restrict (Set.Ioi 0)) :=
    (integrableOn_exp_mul_complex_Ioi (hre m n) 0).const_mul _
  rw [e]
  refine ⟨integrable_finsetSum _ fun m _ => integrable_finsetSum _ fun n _ => hint m n, ?_⟩
  rw [integral_finsetSum _ fun m _ => integrable_finsetSum _ fun n _ => hint m n]
  refine Finset.sum_congr rfl fun m _ => ?_
  rw [integral_finsetSum _ fun n _ => hint m n]
  refine Finset.sum_congr rfl fun n _ => ?_
  have hd : z + ε m - ε n ≠ 0 := by
    intro h0
    have h1 := hre m n
    rw [h0] at h1
    simp at h1
  have hI : I ≠ 0 := Complex.I_ne_zero
  rw [integral_const_mul, integral_exp_mul_complex_Ioi (hre m n) 0, Complex.ofReal_zero,
    mul_zero, Complex.exp_zero]
  field_simp
```

## (g) Two modes, one of them filled

Find two modes on a four-dimensional Fock space that satisfy all the assumptions with unequal occupations:

f_0 = 1, f_1 = 0.

**Solution.** Take basis vectors e_0 (empty), e_1 (mode 1 filled), e_2 (mode 0 filled) and e_3 (both filled). Let

a_0 e_2 = e_0, a_0 e_3 = e_1, a_1 e_1 = e_0, a_1 e_3 = −e_2,

with all other actions zero, and let b_i be the transpose of a_i. The minus sign makes a_0 a_1 e_3 = −e_0 cancel a_1 a_0 e_3 = e_0; the remaining relations follow in the same way, basis vector by basis vector.

```lean
/-- The annihilators of two fermionic modes on the four-dimensional Fock space. -/
def twoModes : Fin 2 → Matrix (Fin 4) (Fin 4) ℂ :=
  ![!![0, 0, 1, 0; 0, 0, 0, 1; 0, 0, 0, 0; 0, 0, 0, 0],
    !![0, 1, 0, 0; 0, 0, 0, 0; 0, 0, 0, -1; 0, 0, 0, 0]]
```

Let φ be the expectation value in e_2.

```lean
/-- The expectation value in the third basis vector of the Fock space. -/
def oneFilled : Matrix (Fin 4) (Fin 4) ℂ →ₗ[ℂ] ℂ where
  toFun M := M 2 2
  map_add' _ _ := rfl
  map_smul' _ _ := rfl
```

Then φ(b_i a_j) is the scalar product of a_i e_2 and a_j e_2. Since a_0 e_2 = e_0 and a_1 e_2 = 0, it equals 1 for i = j = 0 and vanishes otherwise. Lean checks every matrix entry by cases.

```lean
/-- The two modes and their transposes obey the anticommutation relations, and the
functional `oneFilled` has occupations one and zero. -/
theorem twoModes_witness :
    CAR twoModes (fun i => (twoModes i).transpose) ∧
      HasOccupations twoModes (fun i => (twoModes i).transpose) oneFilled ![1, 0] := by
  refine ⟨⟨?_, ?_, ?_⟩, ?_⟩
  iterate 3
    · intro i j
      ext p q
      simp only [Matrix.add_apply, Matrix.mul_apply, Matrix.transpose_apply,
        Fin.sum_univ_four]
      fin_cases i <;> fin_cases j <;> fin_cases p <;> fin_cases q <;>
        simp [twoModes]
  · intro i j
    change ((twoModes i).transpose * twoModes j) 2 2 = _
    simp only [Matrix.mul_apply, Matrix.transpose_apply, Fin.sum_univ_four]
    fin_cases i <;> fin_cases j <;> simp [twoModes]

end

end KuboGreenwood
```

```lean
#print axioms KuboGreenwood.heisenberg_equation
-- 'KuboGreenwood.heisenberg_equation' depends on axioms: [propext, Classical.choice, Quot.sound]
#print axioms KuboGreenwood.kubo_greenwood
-- 'KuboGreenwood.kubo_greenwood' depends on axioms: [propext, Classical.choice, Quot.sound]
```
